# Subtracting a nonzero net force does no work in any motion of zero total momentum exactly when it is shared out by mass

Finitely many particles, each with one real coordinate and a positive mass, feel forces given by minus the derivative of an energy, and at the configuration considered these forces have a nonzero sum. A correction subtracts from the force on particle i a share wᵢ of that sum, where the shares add up to one. The theorem says that the correction has zero power for every choice of velocities with zero total momentum if and only if each wᵢ is mᵢ divided by the total mass. For the forward direction, the attempt gives particle i the velocity mⱼ and particle j the velocity −mᵢ, deduces wᵢmⱼ = wⱼmᵢ, and sums over j; for the converse, it writes the power as a multiple of the total momentum.

As first written in Lean, the proof fails:

```lean
import Mathlib

open Finset

namespace WorklessIffMassWeight

noncomputable section

variable {ι : Type*} [Fintype ι] [DecidableEq ι]

/-- The force on particle `i`: minus the partial derivative of the energy `E` with respect to
its coordinate, for `E` differentiable at `x`. -/
def force (E : (ι → ℝ) → ℝ) (x : ι → ℝ) (i : ι) : ℝ :=
  -(fderiv ℝ E x (Pi.single i 1))

/-- The sum of the forces on all particles. -/
def netForce (E : (ι → ℝ) → ℝ) (x : ι → ℝ) : ℝ := ∑ i, force E x i

/-- The force on particle `i` after the share `w i` of the net force is subtracted. -/
def correctedForce (w : ι → ℝ) (E : (ι → ℝ) → ℝ) (x : ι → ℝ) (i : ι) : ℝ :=
  force E x i - w i * netForce E x

/-- Each particle's fraction of the total mass, for nonzero total mass. -/
def massWeight (m : ι → ℝ) (i : ι) : ℝ := m i / ∑ j, m j

/-- Total momentum. -/
def momentum (m v : ι → ℝ) : ℝ := ∑ i, m i * v i

variable {m w : ι → ℝ} {E : (ι → ℝ) → ℝ} {x v : ℝ → ι → ℝ}

/-- The power of the correction is minus the net force times the weighted sum of velocities. -/
theorem correction_power (w : ι → ℝ) (E : (ι → ℝ) → ℝ) (y u : ι → ℝ) :
    ∑ i, (correctedForce w E y i - force E y i) * u i
      = -netForce E y * ∑ i, w i * u i := by
  rw [Finset.mul_sum]
  refine Finset.sum_congr rfl fun i _ => ?_
  simp only [correctedForce]
  ring

omit [DecidableEq ι] in
/-- The sum of velocities weighted by mass fractions is the total momentum over the total mass. -/
theorem sum_massWeight_mul (m u : ι → ℝ) :
    ∑ i, massWeight m i * u i = momentum m u / ∑ j, m j := by
  simp only [massWeight, momentum, Finset.sum_div]
  refine Finset.sum_congr rfl fun i _ => ?_
  ring

/-- For positive masses and nonzero net force, a correction with weights summing to one does no
work on any motion of zero total momentum exactly when the weights are the mass fractions. -/
theorem workless_iff_massWeight (hm : ∀ i, 0 < m i) (hw : ∑ i, w i = 1) {y : ι → ℝ}
    (hS : netForce E y ≠ 0) :
    (∀ u, momentum m u = 0 → ∑ i, (correctedForce w E y i - force E y i) * u i = 0)
      ↔ w = massWeight m := by
  constructor
  · intro h
    ext i
    -- let only particles i and j move, with opposite momenta
    have key : ∀ j, w i * m j = w j * m i := by
      intro j
      have hs : ∀ a : ι → ℝ, ∑ k, a k * (Pi.single i (m j) - Pi.single j (m i) : ι → ℝ) k
          = a i * m j - a j * m i := by
        intro a
        simp [mul_sub, Finset.sum_sub_distrib, Pi.single_apply]
      have h1 := h (Pi.single i (m j) - Pi.single j (m i)) ((hs m).trans (by ring))
      rw [correction_power, hs w] at h1
      have h2 := (mul_eq_zero.1 h1).resolve_left (neg_ne_zero.2 hS)
      linarith
    have hM : ∑ j, m j ≠ 0 :=
      (Finset.sum_pos (fun j _ => hm j) ⟨i, Finset.mem_univ i⟩).ne'
    have hsum : w i * ∑ j, m j = m i := by
      rw [Finset.mul_sum, Finset.sum_congr rfl (fun j _ => key j), ← Finset.sum_mul, hw, one_mul]
    exact (eq_div_iff hM).2 hsum
  · intro h u hu
    rw [correction_power, h, sum_massWeight_mul, hu]
    simp

end

end WorklessIffMassWeight
```

Messages:

```
Main.lean:64:59: error: Application type mismatch: The argument
  Eq.trans (hs m) ?m.160
has type
  ∑ k, m k * (Pi.single i (m j) - Pi.single j (m i)) k = ?m.159
but is expected to have type
  momentum m (Pi.single i ?m.146 - Pi.single j ?m.151) = 0
in the application
  h (Pi.single i ?m.146 - Pi.single j ?m.151) (Eq.trans (hs m) ?m.160)
Try this:
  [apply] ring_nf
  
  The `ring` tactic failed to close the goal. Use `ring_nf` to obtain a normal form.
    
  Note that `ring` works primarily in *commutative* rings. If you have a noncommutative ring, abelian group or module, consider using `noncomm_ring`, `abel` or `module` instead.
Main.lean:64:74: error: unsolved goals
ι : Type u_1
inst✝¹ : Fintype ι
inst✝ : DecidableEq ι
m w : ι → ℝ
E : (ι → ℝ) → ℝ
hm : ∀ (i : ι), 0 < m i
hw : ∑ i, w i = 1
y : ι → ℝ
hS : netForce E y ≠ 0
h : ∀ (u : ι → ℝ), momentum m u = 0 → ∑ i, (correctedForce w E y i - force E y i) * u i = 0
i j : ι
hs : ∀ (a : ι → ℝ), ∑ k, a k * (Pi.single i (m j) - Pi.single j (m i)) k = a i * m j - a j * m i
⊢ 0 = ?m.159
```

Fix (accepted with no message):

```diff
@@ -62,5 +62,9 @@
         intro a
         simp [mul_sub, Finset.sum_sub_distrib, Pi.single_apply]
-      have h1 := h (Pi.single i (m j) - Pi.single j (m i)) ((hs m).trans (by ring))
+      have hz : momentum m (Pi.single i (m j) - Pi.single j (m i) : ι → ℝ) = 0 := by
+        unfold momentum
+        rw [hs m]
+        ring
+      have h1 := h _ hz
       rw [correction_power, hs w] at h1
       have h2 := (mul_eq_zero.1 h1).resolve_left (neg_ne_zero.2 hS)
```

Cause. The hypothesis `h` needs a proof that the test velocities have zero `momentum`. The attempt writes the velocities in full, but inside the call to `h` Lean postpones elaborating the values `m j` and `m i`: `Pi.single` allows a different type at each index, and that family of types is not yet known when the two terms of the difference are first read. The placeholders `?m.146` and `?m.151` in the first message stand for these postponed values. Lean checks `(hs m).trans (by ring)` while they are still pending, and unification is not allowed to fill them in, so `momentum` of the incomplete vector does not match the sum in `hs m`. The folded definition of `momentum` is not the obstacle, since Lean can unfold it during this check.

The second error follows from the first. Since the match failed, the right-hand side of the equation given to `ring` was never fixed as `0`. `ring` reduced the left-hand side to `0` but could not close `0 = ?m.159`.

The repair states the zero momentum separately, as `hz`. Lean finishes elaborating that statement, including `m j` and `m i`, before it starts on the proof. There `unfold momentum` exposes the sum so that `rw [hs m]` can evaluate it, and `ring` has a definite goal, `m i * m j - m j * m i = 0`. In `h _ hz`, Lean then reads the completed vector off from the type of `hz`.
